# The normalised s-Gaussian that best overlaps a given one from another centre is more diffuse

An s-type Gaussian with exponent b sits on one atom, and a second one, with exponent a, is to be placed on a neighbouring atom at distance R. Which a gives the largest overlap? Equal exponents match the two shapes, but a smaller a lets the second function reach further towards the first. For normalised functions the balance always falls at an exponent below b.

## The optimal exponent from the overlap formula

Let a, b, R > 0, let the centres be A and B with R = ‖A − B‖, and take the normalised functions

g_a(x) = (2a/π)^(3/4) exp(−a‖x − A‖²)

g_b(x) = (2b/π)^(3/4) exp(−b‖x − B‖²).

With P = (aA + bB)/(a + b), completing the square gives

a‖x − A‖² + b‖x − B‖² = (a + b)‖x − P‖² + abR²/(a + b).

The remaining Gaussian integrates to (π/(a + b))^(3/2), and the prefactors multiply to (4ab/π²)^(3/4) = (2√(ab)/π)^(3/2). The overlap is therefore

S(a) = (2√(ab)/(a + b))^(3/2) exp(−abR²/(a + b)).

Setting the derivative of ln S to zero gives

3/(4a) − 3/(2(a + b)) − b²R²/(a + b)² = 0,

and multiplying by 4a(a + b)² and rearranging gives

3(b² − a²) = 4b²R²a.

The positive root of this quadratic is

c = (b√(4b²R⁴ + 9) − 2b²R²)/3.

The right-hand side of the equation 3(b² − a²) = 4b²R²a is positive at a = c, so c < b. Also 4b²R²c = 3b² − 3c² < 3b², so c < 3/(4R²): the distance alone caps the best exponent, however compact the given function is.

To see that c is the global maximiser, take a ≠ c and put

u = a(c + b)/(c(a + b)),  v = (c + b)/(a + b).

Then

ln S(a) − ln S(c) = (3/4)(ln u + ln v) − D,

where D = abR²/(a + b) − cbR²/(c + b). Since ln u ≤ u − 1, and ln v < v − 1 because v ≠ 1, the right-hand side is less than (3/4)(u + v − 2) − D. Direct calculation gives

u + v − 2 = (a − c)(b − c)/(c(a + b)),

and stationarity makes this equal to 4D/3. Hence S(a) < S(c).

In electronic-structure basis sets, large overlaps contribute to near linear dependence; the result describes one pair of primitive s-functions, not contracted functions, higher angular momenta or a whole overlap matrix.

## Gaussians and their overlap integral in Lean

```lean
import Mathlib

open Real MeasureTheory

namespace DiffusePartner

noncomputable section
```

Positions are vectors in three-dimensional Euclidean space.

```lean
/-- Three-dimensional Euclidean space. -/
abbrev Space := EuclideanSpace ℝ (Fin 3)
```

The prefactor is part of the function, so changing the exponent keeps the norm fixed. The definition accepts any real `a`; the theorems about overlaps require positive exponents.

```lean
/-- The s-type Gaussian with exponent `a > 0` centred at `A`, with prefactor `(2a/π)^(3/4)`. -/
def sGaussian (a : ℝ) (A x : Space) : ℝ :=
  (2 * a / π) ^ (3 / 4 : ℝ) * Real.exp (-a * ‖x - A‖ ^ 2)
```

The overlap is defined as the integral itself, and its closed form is proved below.

```lean
/-- The two-centre overlap integral of the s-Gaussians with exponents `a` at `A` and `b` at `B`. -/
def overlap (a b : ℝ) (A B : Space) : ℝ :=
  ∫ x : Space, sGaussian a A x * sGaussian b B x
```

The candidate c is a function of b and the distance.

```lean
/-- The exponent `(b √(4b²R⁴ + 9) - 2b²R²) / 3`, a function of the exponent `b` and the
distance `R`. -/
def bestExponent (b R : ℝ) : ℝ :=
  (b * √(4 * b ^ 2 * R ^ 4 + 9) - 2 * b ^ 2 * R ^ 2) / 3
```

## From the product rule to the closed form

The completed square is checked in coordinates: `field_simp` clears the denominator and `ring` compares the polynomials.

```lean
/-- Gaussian product rule for the exponents: for `a, b > 0`, two quadratic forms centred at `A`
and `B` combine into one centred at the weighted mean, plus a constant. -/
theorem gaussian_product {a b : ℝ} (ha : 0 < a) (hb : 0 < b) (A B x : Space) :
    a * ‖x - A‖ ^ 2 + b * ‖x - B‖ ^ 2 =
      (a + b) * ‖x - (a + b)⁻¹ • (a • A + b • B)‖ ^ 2 + a * b * ‖A - B‖ ^ 2 / (a + b) := by
  have hab : a + b ≠ 0 := (add_pos ha hb).ne'
  simp only [EuclideanSpace.norm_sq_eq, Fin.sum_univ_three, Real.norm_eq_abs, sq_abs,
    PiLp.sub_apply, PiLp.add_apply, PiLp.smul_apply, smul_eq_mul]
  field_simp
  ring
```

In the next proof, `key` rewrites the integrand as one Gaussian about P, `hint` shifts P to the origin and integrates, and `hpre` collects the prefactors. The formula also holds for coincident centres.

```lean
/-- Closed form of the overlap integral of two s-Gaussians with exponents `a, b > 0`. -/
theorem overlap_eq {a b : ℝ} (ha : 0 < a) (hb : 0 < b) (A B : Space) :
    overlap a b A B = (2 * √(a * b) / (a + b)) ^ (3 / 2 : ℝ) *
      Real.exp (-(a * b * ‖A - B‖ ^ 2 / (a + b))) := by
  have hab : 0 < a * b := mul_pos ha hb
  -- the integrand is a single Gaussian around the weighted centre
  have key : ∀ x : Space, sGaussian a A x * sGaussian b B x =
      ((2 * a / π) ^ (3 / 4 : ℝ) * (2 * b / π) ^ (3 / 4 : ℝ) *
        Real.exp (-(a * b * ‖A - B‖ ^ 2 / (a + b)))) *
      Real.exp (-(a + b) * ‖x - (a + b)⁻¹ • (a • A + b • B)‖ ^ 2) := by
    intro x
    have hexp : Real.exp (-a * ‖x - A‖ ^ 2) * Real.exp (-b * ‖x - B‖ ^ 2) =
        Real.exp (-(a * b * ‖A - B‖ ^ 2 / (a + b))) *
        Real.exp (-(a + b) * ‖x - (a + b)⁻¹ • (a • A + b • B)‖ ^ 2) := by
      rw [← Real.exp_add, ← Real.exp_add]
      congr 1
      linarith [gaussian_product ha hb A B x]
    unfold sGaussian
    linear_combination ((2 * a / π) ^ (3 / 4 : ℝ) * (2 * b / π) ^ (3 / 4 : ℝ)) * hexp
  -- shift the centre to the origin and integrate
  have hint : ∫ x : Space, Real.exp (-(a + b) * ‖x - (a + b)⁻¹ • (a • A + b • B)‖ ^ 2) =
      (π / (a + b)) ^ (3 / 2 : ℝ) := by
    rw [integral_sub_right_eq_self (fun x : Space => Real.exp (-(a + b) * ‖x‖ ^ 2)),
      GaussianFourier.integral_rexp_neg_mul_sq_norm (add_pos ha hb), finrank_euclideanSpace_fin]
    norm_num
  -- collect the prefactors
  have hsq : (2 * a / π) * (2 * b / π) = (2 * √(a * b) / π) ^ (2 : ℝ) := by
    rw [Real.rpow_two, div_pow, mul_pow, Real.sq_sqrt hab.le]
    ring
  have hpre : (2 * a / π) ^ (3 / 4 : ℝ) * (2 * b / π) ^ (3 / 4 : ℝ) *
      (π / (a + b)) ^ (3 / 2 : ℝ) = (2 * √(a * b) / (a + b)) ^ (3 / 2 : ℝ) := by
    rw [← Real.mul_rpow (by positivity) (by positivity), hsq, ← Real.rpow_mul (by positivity),
      show (2 : ℝ) * (3 / 4) = 3 / 2 by norm_num,
      ← Real.mul_rpow (by positivity) (by positivity)]
    congr 1
    field_simp
  unfold overlap
  simp_rw [key]
  rw [integral_const_mul, hint, ← hpre]
  ring
```

Equal exponents on the same centre give overlap one, which confirms the normalisation.

```lean
/-- An s-Gaussian with exponent `a > 0` is normalised: its overlap with itself is one. -/
theorem overlap_self {a : ℝ} (ha : 0 < a) (A : Space) : overlap a a A A = 1 := by
  have h : 2 * √(a * a) / (a + a) = 1 := by
    rw [Real.sqrt_mul_self ha.le, ← two_mul]
    exact div_self (by positivity)
  rw [overlap_eq ha ha, h]
  simp
```

Taking the logarithm separates the shape factor from the exponential damping.

```lean
/-- Logarithm of the overlap of two s-Gaussians with exponents `a, b > 0`. -/
theorem log_overlap {a b : ℝ} (ha : 0 < a) (hb : 0 < b) (A B : Space) :
    Real.log (overlap a b A B) =
      3 / 2 * (Real.log 2 + (Real.log a + Real.log b) / 2 - Real.log (a + b)) -
        a * b * ‖A - B‖ ^ 2 / (a + b) := by
  have hs : 0 < √(a * b) := Real.sqrt_pos.2 (mul_pos ha hb)
  have hq : 0 < 2 * √(a * b) / (a + b) := by positivity
  rw [overlap_eq ha hb, Real.log_mul (Real.rpow_pos_of_pos hq _).ne' (Real.exp_pos _).ne',
    Real.log_exp, Real.log_rpow hq, Real.log_div (by positivity) (add_pos ha hb).ne',
    Real.log_mul two_ne_zero hs.ne', Real.log_sqrt (mul_pos ha hb).le,
    Real.log_mul ha.ne' hb.ne']
  ring
```

## The stationary exponent and its bounds

Positivity of c follows from 2bR² < √(4b²R⁴ + 9), and the quadratic equation from squaring the root.

```lean
/-- For `b > 0` the exponent `bestExponent b R` is positive and solves the quadratic equation
`3(b² - a²) = 4b²R²a` for `a`. -/
theorem bestExponent_spec {b : ℝ} (hb : 0 < b) (R : ℝ) :
    0 < bestExponent b R ∧
      3 * (b ^ 2 - bestExponent b R ^ 2) = 4 * b ^ 2 * R ^ 2 * bestExponent b R := by
  have hs : √(4 * b ^ 2 * R ^ 4 + 9) ^ 2 = 4 * b ^ 2 * R ^ 4 + 9 :=
    Real.sq_sqrt (by positivity)
  have hlt : 2 * b * R ^ 2 < √(4 * b ^ 2 * R ^ 4 + 9) := by
    apply Real.lt_sqrt_of_sq_lt
    have h : (2 * b * R ^ 2) ^ 2 = 4 * b ^ 2 * R ^ 4 := by ring
    linarith
  unfold bestExponent
  constructor
  · nlinarith [mul_pos hb (sub_pos.2 hlt)]
  · linear_combination (-(b ^ 2 / 3)) * hs
```

If c were at least 3/(4R²), the quadratic equation would force c² ≤ 0.

```lean
/-- For `b > 0` and distance `R > 0`, `bestExponent b R` is less than `3/(4R²)`, a bound that
does not involve `b`. -/
theorem bestExponent_lt_distance_bound {b R : ℝ} (hb : 0 < b) (hR : 0 < R) :
    bestExponent b R < 3 / (4 * R ^ 2) := by
  obtain ⟨hc, hstat⟩ := bestExponent_spec hb R
  rw [lt_div_iff₀ (by positivity)]
  by_contra h
  nlinarith [mul_le_mul_of_nonneg_left (not_lt.1 h) (sq_nonneg b), pow_pos hc 2]
```

## The strict global maximum

The final theorem assumes b > 0 and `A ≠ B`. It states that c is positive, that c < b, and that every other positive exponent gives a strictly smaller overlap, so the maximiser is unique. For coincident centres c equals b, and the strict inequality c < b fails.

In the proof, `c` stands for `bestExponent b ‖A - B‖`. The bounds `hx` and `hy` are the logarithmic inequalities for u and v, and `hkey` is the identity u + v − 2 = 4D/3, obtained by eliminating R² through stationarity. The last lines compare logarithms, which is legitimate because both overlaps are positive.

```lean
/-- For an s-Gaussian of exponent `b > 0` at `B` and a different centre `A`, the overlap with an
s-Gaussian at `A` is largest for the exponent `bestExponent b ‖A - B‖` and strictly smaller for
every other positive exponent; this best exponent is positive and strictly below `b`. -/
theorem best_partner_is_more_diffuse {b : ℝ} (hb : 0 < b) {A B : Space} (hAB : A ≠ B) :
    0 < bestExponent b ‖A - B‖ ∧ bestExponent b ‖A - B‖ < b ∧
      ∀ a : ℝ, 0 < a → a ≠ bestExponent b ‖A - B‖ →
        overlap a b A B < overlap (bestExponent b ‖A - B‖) b A B := by
  have hR : 0 < ‖A - B‖ := norm_pos_iff.2 (sub_ne_zero.2 hAB)
  obtain ⟨hc, hstat⟩ := bestExponent_spec hb ‖A - B‖
  generalize bestExponent b ‖A - B‖ = c at *
  refine ⟨hc, ?_, ?_⟩
  · by_contra h
    have hpos : 0 < 4 * b ^ 2 * ‖A - B‖ ^ 2 * c := by positivity
    nlinarith [mul_nonneg (sub_nonneg.2 (not_lt.1 h)) (add_pos hc hb).le]
  · intro a ha hne
    have hab := add_pos ha hb
    have hcb := add_pos hc hb
    have pos : ∀ t : ℝ, 0 < t → 0 < overlap t b A B := by
      intro t ht
      rw [overlap_eq ht hb]
      positivity
    -- tangent bounds for the logarithms of a/(a+b) and b/(a+b)
    have hx := Real.log_le_sub_one_of_pos (show 0 < a * (c + b) / (c * (a + b)) by positivity)
    rw [Real.log_div (mul_pos ha hcb).ne' (mul_pos hc hab).ne',
      Real.log_mul ha.ne' hcb.ne', Real.log_mul hc.ne' hab.ne'] at hx
    have hy1 : (c + b) / (a + b) ≠ 1 := by
      intro h
      rw [div_eq_one_iff_eq hab.ne'] at h
      exact hne (by linarith)
    have hy := Real.log_lt_sub_one_of_pos (div_pos hcb hab) hy1
    rw [Real.log_div hcb.ne' hab.ne'] at hy
    -- stationarity turns the linear terms into the change of the exponential damping
    have hR2 : ‖A - B‖ ^ 2 = 3 * (b ^ 2 - c ^ 2) / (4 * b ^ 2 * c) := by
      rw [eq_div_iff (by positivity)]
      linarith
    have hkey : (a * (c + b) / (c * (a + b)) - 1) + ((c + b) / (a + b) - 1) =
        4 / 3 * (a * b * ‖A - B‖ ^ 2 / (a + b) - c * b * ‖A - B‖ ^ 2 / (c + b)) := by
      rw [hR2]
      field_simp
      ring
    rw [← Real.log_lt_log_iff (pos a ha) (pos c hc), log_overlap ha hb, log_overlap hc hb]
    linarith

end

end DiffusePartner
```

```lean
#print axioms DiffusePartner.overlap_self
#print axioms DiffusePartner.bestExponent_lt_distance_bound
#print axioms DiffusePartner.best_partner_is_more_diffuse
```

```
'DiffusePartner.overlap_self' depends on axioms: [propext, Classical.choice, Quot.sound]
'DiffusePartner.bestExponent_lt_distance_bound' depends on axioms: [propext, Classical.choice, Quot.sound]
'DiffusePartner.best_partner_is_more_diffuse' depends on axioms: [propext, Classical.choice, Quot.sound]
```
